# Surface Plasmon Polariton of a Lossless Drude Metal: One Frequency below wp/√2 at Each Wave Number

A metal fills the half-space z < 0, with vacuum above it. We ask at which frequencies light can travel along the surface while decaying on both sides. Let w be the angular frequency (usually written ω), k > 0 the wave number along x, and c > 0 the speed of light. The metal is a lossless electron gas with permittivity

ε = 1 − wp²/w²,

where the plasma frequency wp > 0 is set by the electron density. We consider TM modes, in which the magnetic field points along y. Apart from the factor exp(i(kx − wt)), it is A exp(−az) in vacuum and B exp(bz) in the metal, with a, b > 0 and A ≠ 0.

For each k > 0 exactly one frequency w is possible. It satisfies 0 < w < wp/√2 and

c²k² = w²(wp² − w²)/(wp² − 2w²).

It also satisfies w < ck, increases strictly with k, and tends to wp/√2 as k → ∞.

## From field continuity to the dispersion relation

The wave equation on each side gives

a² = k² − w²/c², b² = k² − εw²/c².

Continuity of tangential H gives A = B. Tangential E is proportional to (1/ε) ∂H/∂z, so its continuity gives εaA = −bB. Since A ≠ 0, b = −εa, and hence ε < 0. Squaring and inserting the decay constants gives

c²k² − εw² = ε²(c²k² − w²),
(1 − ε)((1 + ε)c²k² − εw²) = 0.

The first factor is positive, so (1 + ε)c²k² = εw² < 0. Thus ε < −1, which means 2w² < wp². Multiplying by w² and using εw² = w² − wp² gives

(2w² − wp²)c²k² = (w² − wp²)w²,

which is the dispersion relation.

Conversely, the relation with 0 < w < wp/√2 gives

c²k² − w² = w⁴/(wp² − 2w²) > 0,

so a > 0 exists. Take b = −εa > 0 and A = B = 1; the algebra above, read backwards, gives the equation for b².

## The root and its dependence on k

Write x = w², P = wp² and K = c²k². The relation becomes K(P − 2x) = x(P − x), or

(P/2 + K − x)² = P²/4 + K².

For x < P/2 the bracket is positive, so

x = P/2 + K − S(K), S(K) = √(P²/4 + K²).

Since S(K) < P/2 + K, S(K) > K and S(K) > P/2, we get x > 0, x < P/2 and x < K respectively.

For L > K,

(S(K) + L − K)² > P²/4 + K² + 2K(L − K) + (L − K)² = S(L)².

So S grows by less than L − K, and x increases. Finally, (K + P²/(8K))² ≥ K² + P²/4, hence

0 < P/2 − x = S(K) − K ≤ P²/(8K) → 0.

Taking square roots gives the claims for w.

## The mode as a Lean predicate

```lean
import Mathlib

open Filter Topology

namespace SurfacePlasmonPolariton

noncomputable section
```

The permittivity is a real function of real frequency, so damping is absent.

```lean
/-- Drude permittivity `1 - wp² / w²` of a lossless electron gas, for `w ≠ 0`. -/
def drudeEps (wp w : ℝ) : ℝ := 1 - wp ^ 2 / w ^ 2
```

`IsSurfaceMode c wp k w` says that suitable decay constants and amplitudes exist. Its last five conditions are A ≠ 0, the two wave equations and the two continuity conditions, with the dispersion relation left to be derived. The passage from Maxwell's equations to these algebraic conditions is the physical input.

```lean
/-- A bound TM mode of frequency `w > 0` and wave number `k` at a flat vacuum-metal interface,
for `c ≠ 0`. The magnetic field has amplitudes `A`, `B` and decay constants `a`, `b` in vacuum
and metal; the wave equation holds on each side, and tangential `H` and `E` are continuous. -/
def IsSurfaceMode (c wp k w : ℝ) : Prop :=
  0 < w ∧ ∃ a b A B : ℝ, 0 < a ∧ 0 < b ∧ A ≠ 0 ∧
    a ^ 2 = k ^ 2 - w ^ 2 / c ^ 2 ∧
    b ^ 2 = k ^ 2 - drudeEps wp w * w ^ 2 / c ^ 2 ∧
    A = B ∧ drudeEps wp w * (a * A) = -(b * B)
```

The closed form for x and its square root are named next.

```lean
/-- The squared polariton frequency in closed form, for positive `c`, `wp`, `k`. -/
def sppFreqSq (c wp k : ℝ) : ℝ :=
  wp ^ 2 / 2 + (c * k) ^ 2 - √(wp ^ 4 / 4 + (c * k) ^ 4)

/-- The polariton frequency at wave number `k`, for positive `c`, `wp`, `k`. -/
def sppFreq (c wp k : ℝ) : ℝ := √(sppFreqSq c wp k)
```

## Bounds and the unique root

Two small lemmas supply εw² = w² − wp² and turn w < wp/√2 into 2w² < wp².

```lean
variable {c wp k w : ℝ}

lemma drudeEps_mul_sq (hw : 0 < w) : drudeEps wp w * w ^ 2 = w ^ 2 - wp ^ 2 := by
  unfold drudeEps
  field_simp

lemma lt_div_sqrt_two_iff (hwp : 0 < wp) (hw : 0 < w) :
    w < wp / √2 ↔ 2 * w ^ 2 < wp ^ 2 := by
  have h := sq_lt_sq₀ (a := w * √2) (b := wp) (by positivity) hwp.le
  rw [mul_pow, Real.sq_sqrt (by norm_num : (0 : ℝ) ≤ 2)] at h
  rw [lt_div_iff₀ (by positivity), ← h, mul_comm]
```

The three comparisons for S(K) are `h1`, `h2` and `h3`.

```lean
/-- For positive `c`, `wp`, `k` the squared polariton frequency is positive and lies below both
`wp² / 2` and the squared light-line frequency `(c k)²`. -/
theorem sppFreqSq_bounds (hc : 0 < c) (hwp : 0 < wp) (hk : 0 < k) :
    0 < sppFreqSq c wp k ∧ sppFreqSq c wp k < wp ^ 2 / 2 ∧
      sppFreqSq c wp k < (c * k) ^ 2 := by
  have hK : 0 < (c * k) ^ 2 := by positivity
  have hP : 0 < wp ^ 2 := by positivity
  have hK4 : 0 < (c * k) ^ 4 := by positivity
  have hP4 : 0 < wp ^ 4 := by positivity
  have h1 : √(wp ^ 4 / 4 + (c * k) ^ 4) < wp ^ 2 / 2 + (c * k) ^ 2 := by
    rw [Real.sqrt_lt' (by positivity)]
    nlinarith [mul_pos hP hK]
  have h2 : (c * k) ^ 2 < √(wp ^ 4 / 4 + (c * k) ^ 4) :=
    Real.lt_sqrt_of_sq_lt (by nlinarith)
  have h3 : wp ^ 2 / 2 < √(wp ^ 4 / 4 + (c * k) ^ 4) :=
    Real.lt_sqrt_of_sq_lt (by nlinarith)
  unfold sppFreqSq
  exact ⟨by linarith, by linarith, by linarith⟩
```

Completing the square is the step `e`; the assumption `hx` selects the sign of the root.

```lean
/-- For `x < wp² / 2`, the dispersion relation, written as a quadratic equation in `x = w²`, holds
exactly when `x` equals the closed form `sppFreqSq`. -/
theorem quadratic_iff {x : ℝ} (hx : x < wp ^ 2 / 2) :
    (c * k) ^ 2 * (wp ^ 2 - 2 * x) = x * (wp ^ 2 - x) ↔ x = sppFreqSq c wp k := by
  constructor
  · intro h
    -- complete the square; the sign of the root is fixed by `x < wp² / 2`
    have e : wp ^ 4 / 4 + (c * k) ^ 4 = (wp ^ 2 / 2 + (c * k) ^ 2 - x) ^ 2 := by
      linear_combination (-1) * h
    rw [sppFreqSq, e, Real.sqrt_sq (by linarith [sq_nonneg (c * k)])]
    ring
  · intro h
    have hs := Real.sq_sqrt (by positivity : 0 ≤ wp ^ 4 / 4 + (c * k) ^ 4)
    rw [h, sppFreqSq]
    linear_combination hs
```

Returning from x to w, the next theorem states existence and uniqueness for the dispersion relation in a single equivalence.

```lean
/-- For positive `c`, `wp`, `k` the dispersion relation has exactly one solution `w` between
`0` and `wp / √2`, namely `sppFreq c wp k`. -/
theorem dispersion_iff (hc : 0 < c) (hwp : 0 < wp) (hk : 0 < k) (w : ℝ) :
    (0 < w ∧ w < wp / √2 ∧
      c ^ 2 * k ^ 2 = w ^ 2 * (wp ^ 2 - w ^ 2) / (wp ^ 2 - 2 * w ^ 2)) ↔
      w = sppFreq c wp k := by
  constructor
  · rintro ⟨h0, h1, h2⟩
    have h3 := (lt_div_sqrt_two_iff hwp h0).1 h1
    rw [eq_div_iff (sub_pos.2 h3).ne'] at h2
    have h4 : w ^ 2 = sppFreqSq c wp k :=
      (quadratic_iff (by linarith)).1 (by linear_combination h2)
    rw [sppFreq, ← h4, Real.sqrt_sq h0.le]
  · rintro rfl
    obtain ⟨b0, b1, -⟩ := sppFreqSq_bounds hc hwp hk
    have hs : sppFreq c wp k ^ 2 = sppFreqSq c wp k := Real.sq_sqrt b0.le
    have h0 : 0 < sppFreq c wp k := Real.sqrt_pos.2 b0
    have h3 : 2 * sppFreq c wp k ^ 2 < wp ^ 2 := by rw [hs]; linarith
    refine ⟨h0, (lt_div_sqrt_two_iff hwp h0).2 h3, ?_⟩
    rw [eq_div_iff (sub_pos.2 h3).ne']
    have h4 := (quadratic_iff (c := c) (k := k) (by linarith)).2 hs
    linear_combination h4
```

## Equivalence with the boundary-value problem

In the forward direction, `hm` is b = −εa, `key` is the relation left after cancelling 1 − ε, and `h5` is ε < −1. In the converse, `light` gives w² < c²k², and the mode is built with unit amplitudes.

```lean
/-- For positive `c`, `wp`, `k`, a bound TM mode of frequency `w` exists exactly when
`0 < w < wp / √2` and `w` obeys the surface-polariton dispersion relation. -/
theorem isSurfaceMode_iff_dispersion (hc : 0 < c) (hwp : 0 < wp) (hk : 0 < k) (w : ℝ) :
    IsSurfaceMode c wp k w ↔ 0 < w ∧ w < wp / √2 ∧
      c ^ 2 * k ^ 2 = w ^ 2 * (wp ^ 2 - w ^ 2) / (wp ^ 2 - 2 * w ^ 2) := by
  have hK : 0 < c ^ 2 * k ^ 2 := by positivity
  constructor
  · rintro ⟨h0, a, b, A, B, ha, hb, hA, h1, h2, hAB, hE⟩
    have hw2 : 0 < w ^ 2 := by positivity
    have he := drudeEps_mul_sq (wp := wp) h0
    rw [← hAB] at hE
    generalize drudeEps wp w = e at he h2 hE
    -- continuity of both fields forces a negative permittivity
    have hm : b = -(e * a) := mul_right_cancel₀ hA (by linear_combination hE)
    have hneg : e < 0 := by
      by_contra h
      linarith [mul_nonneg (not_lt.1 h) ha.le]
    have hcc : c ^ 2 * (w ^ 2 / c ^ 2) = w ^ 2 := by field_simp
    have h1' : c ^ 2 * a ^ 2 = c ^ 2 * k ^ 2 - w ^ 2 := by
      linear_combination c ^ 2 * h1 - hcc
    have h2' : c ^ 2 * b ^ 2 = c ^ 2 * k ^ 2 - e * w ^ 2 := by
      linear_combination c ^ 2 * h2 - e * hcc
    rw [hm] at h2'
    -- eliminate the decay constants and cancel the factor `1 - e`
    have key : (1 + e) * (c ^ 2 * k ^ 2) = e * w ^ 2 :=
      mul_left_cancel₀ (by linarith : 0 < 1 - e).ne'
        (by linear_combination e ^ 2 * h1' - h2')
    have h5 : 1 + e < 0 := by
      by_contra h
      linarith [mul_nonneg (not_lt.1 h) hK.le, mul_neg_of_neg_of_pos hneg hw2]
    have h3 : 2 * w ^ 2 < wp ^ 2 := by
      nlinarith [mul_neg_of_neg_of_pos h5 hw2]
    refine ⟨h0, (lt_div_sqrt_two_iff hwp h0).2 h3, ?_⟩
    rw [eq_div_iff (sub_pos.2 h3).ne']
    linear_combination (-w ^ 2) * key + (c ^ 2 * k ^ 2 - w ^ 2) * he
  · rintro ⟨h0, h1, h2⟩
    have hw2 : 0 < w ^ 2 := by positivity
    have h3 := (lt_div_sqrt_two_iff hwp h0).1 h1
    rw [eq_div_iff (sub_pos.2 h3).ne'] at h2
    have light : w ^ 2 < c ^ 2 * k ^ 2 := by
      by_contra h
      nlinarith [mul_nonneg (sub_nonneg.2 (not_lt.1 h)) (sub_pos.2 h3).le, pow_pos h0 4]
    have he := drudeEps_mul_sq (wp := wp) h0
    unfold IsSurfaceMode
    generalize drudeEps wp w = e at he ⊢
    have hneg : e < 0 := by
      by_contra h
      linarith [mul_nonneg (not_lt.1 h) hw2.le]
    have key : (1 + e) * (c ^ 2 * k ^ 2) = e * w ^ 2 :=
      mul_right_cancel₀ hw2.ne' (by linear_combination (c ^ 2 * k ^ 2 - w ^ 2) * he - h2)
    have key' : (1 + e) * k ^ 2 = e * (w ^ 2 / c ^ 2) := by
      rw [← mul_div_assoc, eq_div_iff (by positivity)]
      linear_combination key
    have ha : 0 < k ^ 2 - w ^ 2 / c ^ 2 := by
      rw [sub_pos, div_lt_iff₀ (by positivity)]
      linarith
    have hs := Real.sq_sqrt ha.le
    have hp := Real.sqrt_pos.2 ha
    -- unit amplitudes, with the metal decay constant read off from continuity of `E`
    refine ⟨h0, √(k ^ 2 - w ^ 2 / c ^ 2), -(e * √(k ^ 2 - w ^ 2 / c ^ 2)), 1, 1, hp,
      neg_pos.2 (mul_neg_of_neg_of_pos hneg hp), one_ne_zero, hs, ?_, rfl, by ring⟩
    linear_combination e ^ 2 * hs - (1 - e) * key'
```

## Large wave numbers and the full statement

The estimate for P/2 − x is proved by comparing squares.

```lean
/-- For `c, k > 0` the squared frequency falls short of `wp² / 2` by at most
`wp⁴ / (8 c² k²)`. -/
theorem retardation_gap (hc : 0 < c) (hk : 0 < k) :
    wp ^ 2 / 2 - sppFreqSq c wp k ≤ wp ^ 4 / (8 * (c * k) ^ 2) := by
  have hd : wp ^ 4 / (8 * (c * k) ^ 2) * (c * k) ^ 2 = wp ^ 4 / 8 := by field_simp
  have hd0 : 0 ≤ wp ^ 4 / (8 * (c * k) ^ 2) := by positivity
  generalize wp ^ 4 / (8 * (c * k) ^ 2) = d at hd hd0 ⊢
  have h : √(wp ^ 4 / 4 + (c * k) ^ 4) ≤ (c * k) ^ 2 + d :=
    Real.sqrt_le_iff.2 ⟨by positivity, by nlinarith [sq_nonneg d]⟩
  unfold sppFreqSq
  linarith
```

The final theorem speaks of the modes themselves: their only frequency is `sppFreq c wp k`. Uniqueness concerns the frequency; the amplitude remains free. `StrictMonoOn` over `Set.Ioi 0` means strict increase for k > 0, and `Tendsto` expresses the limit. In the proof, `ht` is the growth bound on S, and the limit follows by squeezing x and using continuity of the square root.

```lean
/-- For `c, wp > 0` the interface carries exactly one bound TM mode frequency at each `k > 0`.
It lies below the light line `c k`, increases strictly with `k`, and tends to `wp / √2` as `k`
tends to infinity. -/
theorem surface_plasmon_polariton (hc : 0 < c) (hwp : 0 < wp) :
    (∀ k, 0 < k → (∀ w, IsSurfaceMode c wp k w ↔ w = sppFreq c wp k) ∧
      sppFreq c wp k < c * k) ∧
    StrictMonoOn (sppFreq c wp) (Set.Ioi 0) ∧
    Tendsto (sppFreq c wp) atTop (𝓝 (wp / √2)) := by
  refine ⟨fun k hk => ⟨fun w => ?_, ?_⟩, ?_, ?_⟩
  · exact (isSurfaceMode_iff_dispersion hc hwp hk w).trans (dispersion_iff hc hwp hk w)
  · exact (Real.sqrt_lt' (mul_pos hc hk)).2 (sppFreqSq_bounds hc hwp hk).2.2
  · intro k hk l _ hkl
    have hk' : 0 < k := hk
    obtain ⟨b0, b1, -⟩ := sppFreqSq_bounds hc hwp hk'
    refine Real.sqrt_lt_sqrt b0.le ?_
    have hKL : (c * k) ^ 2 < (c * l) ^ 2 :=
      pow_lt_pow_left₀ (mul_lt_mul_of_pos_left hkl hc) (by positivity) two_ne_zero
    have hs := Real.sq_sqrt (by positivity : 0 ≤ wp ^ 4 / 4 + (c * k) ^ 4)
    unfold sppFreqSq at b1 ⊢
    have hsK : (c * k) ^ 2 < √(wp ^ 4 / 4 + (c * k) ^ 4) := by linarith
    -- the square root grows more slowly than `(c k)²`
    have ht : √(wp ^ 4 / 4 + (c * l) ^ 4) <
        √(wp ^ 4 / 4 + (c * k) ^ 4) + ((c * l) ^ 2 - (c * k) ^ 2) := by
      rw [Real.sqrt_lt' (by linarith [sq_nonneg (c * l)])]
      nlinarith [mul_pos (sub_pos.2 hsK) (sub_pos.2 hKL)]
    linarith
  · have hg : Tendsto (fun k : ℝ => 8 * (c * k) ^ 2) atTop atTop :=
      ((tendsto_pow_atTop two_ne_zero).comp
        (tendsto_id.const_mul_atTop hc)).const_mul_atTop (by norm_num)
    have hlow : Tendsto (fun k : ℝ => wp ^ 2 / 2 - wp ^ 4 / (8 * (c * k) ^ 2)) atTop
        (𝓝 (wp ^ 2 / 2)) := by
      simpa using (tendsto_const_nhds (x := wp ^ 2 / 2)).sub (hg.const_div_atTop (wp ^ 4))
    -- squeeze the squared frequency between the gap estimate and its upper bound
    have hsq : Tendsto (sppFreqSq c wp) atTop (𝓝 (wp ^ 2 / 2)) := by
      refine tendsto_of_tendsto_of_tendsto_of_le_of_le' hlow tendsto_const_nhds ?_ ?_
      · filter_upwards [eventually_gt_atTop 0] with k hk
        linarith [retardation_gap (wp := wp) hc hk]
      · filter_upwards [eventually_gt_atTop 0] with k hk
        exact (sppFreqSq_bounds hc hwp hk).2.1.le
    have hlim : √(wp ^ 2 / 2) = wp / √2 := by
      rw [Real.sqrt_div (sq_nonneg wp), Real.sqrt_sq hwp.le]
    rw [← hlim]
    exact (Real.continuous_sqrt.tendsto _).comp hsq

end

end SurfacePlasmonPolariton
```

```lean
#print axioms SurfacePlasmonPolariton.surface_plasmon_polariton
```

```
'SurfacePlasmonPolariton.surface_plasmon_polariton' depends on axioms: [propext, Classical.choice, Quot.sound]
```

The limit k → ∞ is taken within this local model with a sharp boundary. For a jellium surface, the surface plasmon frequency is close to wp/√2 when k is much larger than wp/c but still so small that nonlocal response and the smooth electron density profile at the surface do not matter.
